# With a symmetric positive definite Onsager matrix and some forces fixed, entropy production is least exactly when the free fluxes vanish

To find the open-circuit voltage of a thermoelectric element in linear response, one fixes the thermal force, sets the electric current to zero and solves for the electrical force. If the Onsager matrix is symmetric and positive definite, this has exactly one solution, which is also the state of least entropy production at that thermal force. The same holds for any finite set of forces, whichever of them are fixed.

In Lean 4 with Mathlib:

```lean
import Mathlib

open Matrix

namespace MinimumEntropyProduction

variable {n : Type*} [Fintype n]
```

The type `n` is a finite set of labels, one for each force and its conjugate flux.

```lean
/-- The thermodynamic fluxes `J = L X` driven by the forces `X`. -/
def flux (L : Matrix n n ℝ) (X : n → ℝ) : n → ℝ := L *ᵥ X
```

A force vector \(X\) is a function `n → ℝ`, and `*ᵥ` is matrix times vector: \(J(X)=LX\). The matrix \(L\) is constant, so this is the linear regime.

```lean
/-- The entropy production `X · L X`, the sum of forces times fluxes. -/
def entropyProduction (L : Matrix n n ℝ) (X : n → ℝ) : ℝ := X ⬝ᵥ flux L X
```

The symbol `⬝ᵥ` is the dot product. Write \(\sigma(X)=X\cdot LX=\sum_i X_iJ_i(X)\).

```lean
/-- The forces `X` take the prescribed values `F` on the constrained indices `C`. -/
def Admissible (C : Finset n) (F X : n → ℝ) : Prop := ∀ i ∈ C, X i = F i
```

Here \(C\) is the set of constrained labels and \(F\) holds the prescribed forces. Entries of \(F\) outside \(C\) are ignored.

```lean
/-- `X` is admissible and has the least entropy production among admissible forces. -/
def IsMinimiser (L : Matrix n n ℝ) (C : Finset n) (F X : n → ℝ) : Prop :=
  Admissible C F X ∧ ∀ Y, Admissible C F Y → entropyProduction L X ≤ entropyProduction L Y
```

A minimiser satisfies the constraints and produces no more entropy than any other force vector that does.

```lean
/-- For a symmetric Onsager matrix, changing the forces by `Z` changes the entropy production
by twice `Z` times the old fluxes, plus the entropy production of `Z` itself. -/
theorem entropyProduction_add {L : Matrix n n ℝ} (hL : L.IsSymm) (X Z : n → ℝ) :
    entropyProduction L (X + Z) =
      entropyProduction L X + 2 * (Z ⬝ᵥ flux L X) + entropyProduction L Z := by
  -- Onsager reciprocity makes the two cross terms equal
  have hs : X ⬝ᵥ L *ᵥ Z = Z ⬝ᵥ L *ᵥ X := by
    rw [Matrix.dotProduct_mulVec, ← Matrix.mulVec_transpose, hL.eq, dotProduct_comm]
  simp only [entropyProduction, flux, Matrix.mulVec_add, dotProduct_add, add_dotProduct]
  linarith
```

The hypothesis `L.IsSymm`, that is \(L^T=L\), is Onsager reciprocity for variables that are even under time reversal, with no magnetic field or rotation. It reflects microscopic reversibility. In a magnetic field \(B\) reciprocity reads \(L(B)^T=L(-B)\) instead, and \(L(B)\) need not be symmetric. Expanding the product gives

\[
\sigma(X+Z)=\sigma(X)+X\cdot LZ+Z\cdot LX+\sigma(Z).
\]

By symmetry \(X\cdot LZ=(L^TX)\cdot Z=Z\cdot LX\), so the cross terms add up to \(2Z\cdot J(X)\). The step `hs` proves this equality, `simp only` expands the product, and `linarith` collects the terms.

```lean
/-- For a symmetric matrix, if `X` is admissible and its unconstrained fluxes vanish, the entropy
production of any admissible `Y` is that of `X` plus that of the difference `Y - X`. -/
theorem excess_entropyProduction {L : Matrix n n ℝ} (hL : L.IsSymm) {C : Finset n}
    {F X Y : n → ℝ} (hX : Admissible C F X) (hJ : ∀ i ∉ C, flux L X i = 0)
    (hY : Admissible C F Y) :
    entropyProduction L Y = entropyProduction L X + entropyProduction L (Y - X) := by
  -- each term vanishes: the force is fixed on C, the flux is zero off C
  have hz : (Y - X) ⬝ᵥ flux L X = 0 := by
    unfold dotProduct
    apply Finset.sum_eq_zero
    intro i _
    by_cases hi : i ∈ C
    · simp [hX i hi, hY i hi]
    · simp [hJ i hi]
  have e := entropyProduction_add hL X (Y - X)
  have hXY : X + (Y - X) = Y := by abel
  rw [hXY, hz] at e
  linarith
```

Let \(X\) and \(Y\) be admissible, with \(J_i(X)=0\) for every \(i\notin C\), and put \(Z=Y-X\). In \(Z\cdot J(X)=\sum_i Z_iJ_i(X)\) every term vanishes: on \(C\), \(Z_i=F_i-F_i=0\); off \(C\), \(J_i(X)=0\). The previous identity becomes

\[
\sigma(Y)=\sigma(X)+\sigma(Y-X).
\]

The two cases of `by_cases` are these two reasons.

```lean
/-- For a positive definite matrix and any prescribed forces on `C`, the remaining forces can be
chosen so that all unconstrained fluxes vanish. -/
theorem exists_zero_flux {L : Matrix n n ℝ} (hpos : ∀ X, X ≠ 0 → 0 < entropyProduction L X)
    (C : Finset n) (F : n → ℝ) :
    ∃ X, Admissible C F X ∧ ∀ i ∉ C, flux L X i = 0 := by
  classical
  -- the map returning constrained forces and unconstrained fluxes
  let T : (n → ℝ) →ₗ[ℝ] (n → ℝ) :=
    { toFun := fun X i => if i ∈ C then X i else (L *ᵥ X) i
      map_add' := by
        intro X Y
        ext i
        by_cases h : i ∈ C <;> simp [h, Matrix.mulVec_add]
      map_smul' := by
        intro r X
        ext i
        by_cases h : i ∈ C <;> simp [h, Matrix.mulVec_smul] }
  have hinj : Function.Injective T := by
    refine (injective_iff_map_eq_zero T).2 ?_
    intro X hX
    have h : ∀ i, (if i ∈ C then X i else (L *ᵥ X) i) = 0 := fun i => congrFun hX i
    by_contra hne
    have hzero : entropyProduction L X = 0 := by
      unfold entropyProduction flux dotProduct
      apply Finset.sum_eq_zero
      intro i _
      have hi' := h i
      by_cases hi : i ∈ C
      · rw [if_pos hi] at hi'
        rw [hi', zero_mul]
      · rw [if_neg hi] at hi'
        rw [hi', mul_zero]
    exact absurd hzero (hpos X hne).ne'
  -- in finite dimension an injective endomorphism is surjective
  obtain ⟨X, hX⟩ := LinearMap.injective_iff_surjective.1 hinj (fun i => if i ∈ C then F i else 0)
  have h : ∀ i, (if i ∈ C then X i else (L *ᵥ X) i) = if i ∈ C then F i else 0 :=
    fun i => congrFun hX i
  refine ⟨X, fun i hi => ?_, fun i hi => ?_⟩
  · have hi' := h i
    rwa [if_pos hi, if_pos hi] at hi'
  · have hi' := h i
    rwa [if_neg hi, if_neg hi] at hi'
```

The hypothesis `hpos` is a strict form of the second law: every nonzero force vector dissipates. It ensures that a zero-flux state exists, meaning an admissible \(X\) whose unconstrained fluxes vanish. Define a linear map \(T\) by

\[
(TX)_i=\begin{cases}X_i & i\in C,\\ (LX)_i & i\notin C.\end{cases}
\]

If \(TX=0\), then in each product \(X_i(LX)_i\) one factor is zero, so \(\sigma(X)=0\) and hence \(X=0\). Thus \(T\) is injective (`hinj`) and, in finite dimension, surjective. Some \(X\) is therefore mapped to the vector equal to \(F_i\) on \(C\) and zero elsewhere, which is the claim. Symmetry is not used here.

```lean
/-- Minimum entropy production: for a symmetric positive definite Onsager matrix with some forces
fixed, there is exactly one minimiser, and admissible forces are minimising if and only if every
unconstrained flux vanishes. -/
theorem minimum_entropy_production {L : Matrix n n ℝ} (hL : L.IsSymm)
    (hpos : ∀ X, X ≠ 0 → 0 < entropyProduction L X) (C : Finset n) (F : n → ℝ) :
    (∃! X, IsMinimiser L C F X) ∧
      ∀ X, Admissible C F X → (IsMinimiser L C F X ↔ ∀ i ∉ C, flux L X i = 0) := by
  have hnn : ∀ Z, 0 ≤ entropyProduction L Z := by
    intro Z
    by_cases hZ : Z = 0
    · simp [hZ, entropyProduction]
    · exact (hpos Z hZ).le
  -- zero unconstrained flux implies minimality
  have hmin : ∀ X, Admissible C F X → (∀ i ∉ C, flux L X i = 0) → IsMinimiser L C F X := by
    intro X hX hJ
    refine ⟨hX, fun Y hY => ?_⟩
    have e := excess_entropyProduction hL hX hJ hY
    linarith [hnn (Y - X)]
  obtain ⟨X₀, hX₀, hJ₀⟩ := exists_zero_flux hpos C F
  -- every minimiser coincides with the zero-flux state
  have huniq : ∀ Y, IsMinimiser L C F Y → Y = X₀ := by
    intro Y hY
    by_contra hne
    have e := excess_entropyProduction hL hX₀ hJ₀ hY.1
    linarith [hpos (Y - X₀) (sub_ne_zero.2 hne), hY.2 X₀ hX₀]
  refine ⟨⟨X₀, hmin X₀ hX₀ hJ₀, huniq⟩, fun X hX => ⟨fun h => ?_, hmin X hX⟩⟩
  rw [huniq X h]
  exact hJ₀
```

The symbol `∃!` means "there is exactly one". The second part says that an admissible \(X\) is the minimiser if and only if its unconstrained fluxes vanish.

Take the zero-flux state \(X_0\) just constructed. For admissible \(Y\),

\[
\sigma(Y)=\sigma(X_0)+\sigma(Y-X_0)\ge\sigma(X_0),
\]

so \(X_0\) is a minimiser; `hmin` is this argument for any zero-flux state. If \(Y\) is also a minimiser, then \(\sigma(Y)\le\sigma(X_0)\), which forces \(\sigma(Y-X_0)\le0\) and hence \(Y=X_0\) (`huniq`). Every minimiser is therefore \(X_0\) and has zero free fluxes.

The theorem compares force vectors and contains no time evolution, so it does not say that a system relaxes to this state.

```lean
/-- The minimal entropy production is the sum of prescribed force times flux over the
constrained indices alone. -/
theorem minimal_value {L : Matrix n n ℝ} (hL : L.IsSymm)
    (hpos : ∀ X, X ≠ 0 → 0 < entropyProduction L X) {C : Finset n} {F X : n → ℝ}
    (hX : IsMinimiser L C F X) :
    entropyProduction L X = ∑ i ∈ C, F i * flux L X i := by
  have hJ := ((minimum_entropy_production hL hpos C F).2 X hX.1).1 hX
  have h1 : ∑ i ∈ C, F i * flux L X i = ∑ i ∈ C, X i * flux L X i :=
    Finset.sum_congr rfl (fun i hi => by rw [hX.1 i hi])
  rw [h1]
  unfold entropyProduction dotProduct
  symm
  apply Finset.sum_subset (Finset.subset_univ C)
  intro i _ hi
  rw [hJ i hi, mul_zero]
```

Since \(L\) is again symmetric and positive definite, the free fluxes vanish at the minimiser. Terms off \(C\) therefore drop out of \(\sum_iX_iJ_i\), and on \(C\) we have \(X_i=F_i\). Hence \(\sigma_{\min}=\sum_{i\in C}F_iJ_i\): only the terms with a fixed force remain, though their fluxes may still depend on the free forces.

```lean
/-- For two forces with matrix `!![a, b; b, c]`, where `c > 0`, and with `x` held fixed, the entropy
production is at least `(a - b²/c) x²`, with equality exactly when the free force is `y = -(b/c) x`.
-/
theorem two_forces (a b c x y : ℝ) (hc : 0 < c) :
    (a - b ^ 2 / c) * x ^ 2 ≤ entropyProduction !![a, b; b, c] ![x, y] ∧
      (entropyProduction !![a, b; b, c] ![x, y] = (a - b ^ 2 / c) * x ^ 2 ↔
        y = -(b / c) * x) := by
  have h1 : entropyProduction !![a, b; b, c] ![x, y] =
      a * x ^ 2 + 2 * b * x * y + c * y ^ 2 := by
    simp [entropyProduction, flux, Matrix.mulVec, dotProduct, Fin.sum_univ_two]
    ring
  -- complete the square in the free force
  have h2 : a * x ^ 2 + 2 * b * x * y + c * y ^ 2 =
      (a - b ^ 2 / c) * x ^ 2 + c * (y + b / c * x) ^ 2 := by
    have hb : c * (b / c) = b := mul_div_cancel₀ b hc.ne' |> fun _ => by field_simp
    have hb2 : b ^ 2 / c = b * (b / c) := by ring
    rw [hb2]
    linear_combination (-2 * x * y - b / c * x ^ 2) * hb
  rw [h1, h2]
  refine ⟨by linarith [mul_nonneg hc.le (sq_nonneg (y + b / c * x))], fun h => ?_, fun h => ?_⟩
  · have h3 : c * (y + b / c * x) ^ 2 = 0 := by linarith
    have h4 : y + b / c * x = 0 := by
      rcases mul_eq_zero.1 h3 with h5 | h5
      · exact absurd h5 hc.ne'
      · exact pow_eq_zero_iff (two_ne_zero) |>.1 h5
    linarith
  · rw [h]
    ring
```

With \(X_0=x\) now denoting component 0, held fixed, and \(X_1=y\) free, completing the square gives

\[
ax^2+2bxy+cy^2=\Bigl(a-\frac{b^2}{c}\Bigr)x^2+c\Bigl(y+\frac bc x\Bigr)^2 .
\]

Since \(c>0\), the last term is non-negative and vanishes only at \(y=-(b/c)x\), where \(J_1=bx+cy=0\). No condition on \(a\) is needed.

```lean
/-- Symmetry cannot be dropped: this non-symmetric matrix has positive entropy production for all
nonzero forces, yet at a minimiser with the first force fixed the unconstrained flux is `-1`. -/
theorem reciprocity_needed :
    (∀ X, X ≠ 0 → 0 < entropyProduction !![(1 : ℝ), 1; -1, 1] X) ∧
      IsMinimiser !![(1 : ℝ), 1; -1, 1] {0} ![1, 0] ![1, 0] ∧
      flux !![(1 : ℝ), 1; -1, 1] ![1, 0] 1 = -1 := by
  -- the antisymmetric part does not contribute to the entropy production
  have h : ∀ X : Fin 2 → ℝ,
      entropyProduction !![(1 : ℝ), 1; -1, 1] X = X 0 ^ 2 + X 1 ^ 2 := by
    intro X
    simp [entropyProduction, flux, Matrix.mulVec, dotProduct, Fin.sum_univ_two]
    ring
  refine ⟨fun X hX => ?_, ⟨fun i _ => rfl, fun Y hY => ?_⟩, ?_⟩
  · rw [h]
    by_contra hn
    apply hX
    have h0 : X 0 = 0 := by nlinarith [sq_nonneg (X 0), sq_nonneg (X 1)]
    have h1 : X 1 = 0 := by nlinarith [sq_nonneg (X 0), sq_nonneg (X 1)]
    ext i
    fin_cases i
    · exact h0
    · exact h1
  · have hY0 : Y 0 = 1 := hY 0 (Finset.mem_singleton_self 0)
    rw [h, h, hY0]
    simp [sq_nonneg]
  · simp [flux, Matrix.mulVec, dotProduct, Fin.sum_univ_two]

end MinimumEntropyProduction
```

For this matrix \(J=(X_0+X_1,\,-X_0+X_1)\), and the antisymmetric part cancels in \(\sigma=X_0^2+X_1^2\). With \(X_0=1\) fixed, the minimum is at \(X_1=0\), yet \(J_1=-1\).

The slip to watch for is writing the gradient of \(X\cdot LX\) as \(2LX\) for any \(L\). It is \((L+L^T)X\). For symmetric \(L\) this equals \(2LX\), so a vanishing derivative along a free force means a vanishing flux; without symmetry it need not, as the example shows.

```lean
#print axioms MinimumEntropyProduction.minimum_entropy_production
#print axioms MinimumEntropyProduction.minimal_value
#print axioms MinimumEntropyProduction.two_forces
#print axioms MinimumEntropyProduction.reciprocity_needed
```

```
'MinimumEntropyProduction.minimum_entropy_production' depends on axioms: [propext, Classical.choice, Quot.sound]
'MinimumEntropyProduction.minimal_value' depends on axioms: [propext, Classical.choice, Quot.sound]
'MinimumEntropyProduction.two_forces' depends on axioms: [propext, Classical.choice, Quot.sound]
'MinimumEntropyProduction.reciprocity_needed' depends on axioms: [propext, Classical.choice, Quot.sound]
```
